# The connected double amplitude of a two-mode state vanishes for every nonzero reference or for none

Write \(c_{ab}\) for the coefficient of the configuration with occupations \(a,b\in\{0,1\}\), and \(\bar a=1-a\) for a flipped occupation. Choose a reference \((a,b)\) with \(r=c_{ab}\neq0\). In intermediate normalisation (reference coefficient 1), the singles are \(c_{\bar a b}/r\) and \(c_{a\bar b}/r\), the double is \(c_{\bar a\bar b}/r\), and the connected double amplitude is

\[
t_{ab}=\frac{c_{\bar a\bar b}}{r}-\frac{c_{\bar a b}}{r}\,\frac{c_{a\bar b}}{r}.
\]

Reading \(t_{ab}\) as a cluster amplitude assumes that the two flips commute, as for two distinguishable two-level subsystems. An example is one spin-up and one spin-down electron in two orbitals, where \(a\) and \(b\) are their occupations of the second orbital. No fermionic ordering phases are included. The state need not be normalised, since rescaling all coefficients leaves \(t_{ab}\) unchanged.

## One determinant for all four references

With \(D=c_{00}c_{11}-c_{10}c_{01}\),

\[
r^2\,t_{ab}=(-1)^{a+b}D .
\]

Only the reference coefficient has to be nonzero. For complex coefficients, \(|r|^2|t_{ab}|=|D|\), so a reference of larger weight never has a larger connected amplitude.

## Converting CI coefficients to cluster amplitudes

For one spin-up and one spin-down excitation in a state of definite spin projection, where spin-flip singles vanish, the cluster double is obtained from CI coefficients by subtracting one product of singles, as here. For two excitations of the same spin, an antisymmetrised combination of two products is subtracted instead, which this model does not cover. For a two-mode model, the identity gives a test of a routine that does the conversion for any chosen reference: \(r^2t_{ab}\) must agree between references up to the stated sign. Exact vanishing does not depend on the reference, but a cutoff on \(|t_{ab}|\) does, because the amplitude scales as \(1/|r|^2\).

## From the amplitude to a two-by-two minor

Multiplying the definition by \(r^2\) gives

\[
r^2t_{ab}=c_{ab}c_{\bar a\bar b}-c_{\bar a b}c_{a\bar b}.
\]

The four references give

\[
\begin{aligned}
(0,0):&\quad c_{00}c_{11}-c_{10}c_{01}=D,\\
(1,1):&\quad c_{11}c_{00}-c_{01}c_{10}=D,\\
(1,0):&\quad c_{10}c_{01}-c_{00}c_{11}=-D,\\
(0,1):&\quad c_{01}c_{10}-c_{11}c_{00}=-D.
\end{aligned}
\]

Since \(r^2\) and the sign are nonzero, \(t_{ab}=0\) exactly when \(D=0\), a condition that does not mention the reference.

For a second reference with coefficient \(r'\) and amplitude \(t'\), where \(0<|r'|\le|r|\),

\[
|r'|^2|t_{ab}|\le|r|^2|t_{ab}|=|D|=|r'|^2|t'|,
\]

and cancelling \(|r'|^2\) gives \(|t_{ab}|\le|t'|\).

For subsystems with more levels, take a reference \((i,j)\) and excite \(i\to k\), \(j\to l\). The same step gives

\[
c_{ij}^2\,t_{ij}^{kl}=c_{ij}c_{kl}-c_{kj}c_{il}.
\]

If all these amplitudes vanish, then \(c_{kl}=u_kv_l\) with \(u_k=c_{kj}\) and \(v_l=c_{il}/c_{ij}\). Conversely, if \(c_{kl}=u_kv_l\), the minor is \(u_iv_ju_kv_l-u_kv_ju_iv_l=0\). Being a product does not depend on the reference either.

In the smallest case, one subsystem has a single level. Then \(k=i\) or \(l=j\), every connected amplitude is zero, and every state is a product.

## The Lean file

```lean
import Mathlib

namespace ReferenceIndependentDoubles

variable {K : Type*} [Field K] {m n : Type*}

/-- Connected double amplitude for exciting the first subsystem from `i` to `k` and the second
from `j` to `l`: the double amplitude minus the product of the two single amplitudes, all taken
relative to the coefficient of the reference `(i, j)`. -/
def connectedDouble (c : m → n → K) (i : m) (j : n) (k : m) (l : n) : K :=
  c k l / c i j - (c k j / c i j) * (c i l / c i j)

/-- Connected double amplitude of a two-mode state relative to the configuration `(a, b)`;
the excitation flips the occupation of both modes. -/
def pairAmplitude (c : Bool → Bool → K) (a b : Bool) : K :=
  connectedDouble c a b (!a) (!b)

/-- The determinant `c00 c11 - c10 c01` of the coefficients of a two-mode state
(`false` is empty, `true` is occupied). -/
def configDet (c : Bool → Bool → K) : K :=
  c false false * c true true - c true false * c false true

/-- For a reference with nonzero coefficient, the connected double amplitude times the squared
reference coefficient is a two-by-two minor of the coefficient table. -/
theorem sq_mul_connectedDouble (c : m → n → K) (i : m) (j : n) (k : m) (l : n)
    (h : c i j ≠ 0) :
    c i j ^ 2 * connectedDouble c i j k l = c i j * c k l - c k j * c i l := by
  unfold connectedDouble
  field_simp

/-- Relative to any configuration with nonzero coefficient in a two-mode state, the connected double
amplitude times the squared reference coefficient is the coefficient determinant, with a minus sign
when exactly one mode is occupied in the reference. -/
theorem sq_mul_pairAmplitude (c : Bool → Bool → K) (a b : Bool) (h : c a b ≠ 0) :
    c a b ^ 2 * pairAmplitude c a b = (-1) ^ (a.toNat + b.toNat) * configDet c := by
  unfold pairAmplitude
  rw [sq_mul_connectedDouble c a b (!a) (!b) h]
  -- the four references give the same minor up to sign
  cases a <;> cases b <;>
    simp only [configDet, Bool.not_false, Bool.not_true, Bool.toNat_false, Bool.toNat_true] <;>
    ring

/-- The connected double amplitude relative to a configuration with nonzero coefficient vanishes
exactly when the coefficient determinant does. -/
theorem pairAmplitude_eq_zero_iff (c : Bool → Bool → K) (a b : Bool) (h : c a b ≠ 0) :
    pairAmplitude c a b = 0 ↔ configDet c = 0 := by
  have key := sq_mul_pairAmplitude c a b h
  constructor
  · intro h0
    rw [h0, mul_zero] at key
    have hs : (-1 : K) ^ (a.toNat + b.toNat) ≠ 0 :=
      pow_ne_zero _ (neg_ne_zero.mpr one_ne_zero)
    exact (mul_eq_zero.mp key.symm).resolve_left hs
  · intro h0
    rw [h0, mul_zero] at key
    exact (mul_eq_zero.mp key).resolve_left (pow_ne_zero 2 h)

/-- Reference independence for two modes: if the connected double amplitude vanishes relative to
one configuration with nonzero coefficient, it vanishes relative to every other such
configuration. -/
theorem pairAmplitude_reference_independent (c : Bool → Bool → K) (a b a' b' : Bool)
    (h : c a b ≠ 0) (h' : c a' b' ≠ 0) :
    pairAmplitude c a b = 0 ↔ pairAmplitude c a' b' = 0 :=
  (pairAmplitude_eq_zero_iff c a b h).trans (pairAmplitude_eq_zero_iff c a' b' h').symm

/-- For complex coefficients and a reference with nonzero coefficient, the magnitude of the
connected double amplitude times the weight of the reference is the magnitude of the coefficient
determinant. -/
theorem weight_mul_norm_pairAmplitude (c : Bool → Bool → ℂ) (a b : Bool) (h : c a b ≠ 0) :
    ‖c a b‖ ^ 2 * ‖pairAmplitude c a b‖ = ‖configDet c‖ := by
  have key := congrArg norm (sq_mul_pairAmplitude c a b h)
  simpa only [norm_mul, norm_pow, norm_neg, norm_one, one_pow, one_mul] using key

/-- Of two references with nonzero coefficients, the one with the larger coefficient in magnitude
has a connected double amplitude that is no larger in magnitude. -/
theorem norm_pairAmplitude_le_of_dominant (c : Bool → Bool → ℂ) (a b a' b' : Bool)
    (h' : c a' b' ≠ 0) (hle : ‖c a' b'‖ ≤ ‖c a b‖) :
    ‖pairAmplitude c a b‖ ≤ ‖pairAmplitude c a' b'‖ := by
  have hpos' : 0 < ‖c a' b'‖ := norm_pos_iff.mpr h'
  have h : c a b ≠ 0 := norm_pos_iff.mp (lt_of_lt_of_le hpos' hle)
  have e := weight_mul_norm_pairAmplitude c a b h
  have e' := weight_mul_norm_pairAmplitude c a' b' h'
  -- both products equal the same determinant, so the larger weight has the smaller amplitude
  have hmul : ‖c a' b'‖ ^ 2 * ‖pairAmplitude c a b‖
      ≤ ‖c a' b'‖ ^ 2 * ‖pairAmplitude c a' b'‖ := by
    calc ‖c a' b'‖ ^ 2 * ‖pairAmplitude c a b‖
        ≤ ‖c a b‖ ^ 2 * ‖pairAmplitude c a b‖ := by gcongr
      _ = ‖c a' b'‖ ^ 2 * ‖pairAmplitude c a' b'‖ := by rw [e, e']
  exact le_of_mul_le_mul_left hmul (pow_pos hpos' 2)

/-- For two subsystems with any number of levels, all connected double amplitudes relative to a
reference with nonzero coefficient vanish exactly when the coefficients factorise into one
factor for each subsystem. -/
theorem connectedDouble_eq_zero_iff_product (c : m → n → K) (i : m) (j : n) (h : c i j ≠ 0) :
    (∀ k l, connectedDouble c i j k l = 0) ↔
      ∃ (u : m → K) (v : n → K), ∀ k l, c k l = u k * v l := by
  constructor
  · intro h0
    -- the factors are the reference column and the normalised reference row
    refine ⟨fun k => c k j, fun l => c i l / c i j, fun k l => ?_⟩
    have key := sq_mul_connectedDouble c i j k l h
    rw [h0 k l, mul_zero] at key
    change c k l = c k j * (c i l / c i j)
    rw [← mul_div_assoc, eq_div_iff h]
    linear_combination -key
  · rintro ⟨u, v, huv⟩ k l
    have key := sq_mul_connectedDouble c i j k l h
    -- every two-by-two minor of a factorised table is zero
    have hminor : c i j * c k l - c k j * c i l = 0 := by
      rw [huv i j, huv k l, huv k j, huv i l]
      ring
    rw [hminor] at key
    exact (mul_eq_zero.mp key).resolve_left (pow_ne_zero 2 h)

/-- Reference independence for any number of levels: all connected double amplitudes vanish
relative to one reference with nonzero coefficient exactly when they all vanish relative to any
other such reference. -/
theorem connectedDouble_reference_independent (c : m → n → K) (i i' : m) (j j' : n)
    (h : c i j ≠ 0) (h' : c i' j' ≠ 0) :
    (∀ k l, connectedDouble c i j k l = 0) ↔ (∀ k l, connectedDouble c i' j' k l = 0) :=
  (connectedDouble_eq_zero_iff_product c i j h).trans
    (connectedDouble_eq_zero_iff_product c i' j' h').symm

end ReferenceIndependentDoubles
```

```lean
#print axioms ReferenceIndependentDoubles.pairAmplitude_reference_independent
-- 'ReferenceIndependentDoubles.pairAmplitude_reference_independent' depends on axioms: [propext, Classical.choice, Quot.sound]
#print axioms ReferenceIndependentDoubles.norm_pairAmplitude_le_of_dominant
-- 'ReferenceIndependentDoubles.norm_pairAmplitude_le_of_dominant' depends on axioms: [propext, Classical.choice, Quot.sound]
#print axioms ReferenceIndependentDoubles.connectedDouble_reference_independent
-- 'ReferenceIndependentDoubles.connectedDouble_reference_independent' depends on axioms: [propext, Classical.choice, Quot.sound]
```

## What the theorems cover, and how they are proved

The table `c : Bool → Bool → K` holds the two-mode coefficients, with `false` for empty and `true` for occupied; `K` is any field, including the real and complex numbers. `pairAmplitude c a b` is \(t_{ab}\), `configDet c` is \(D\), and `connectedDouble c i j k l` is \(t_{ij}^{kl}\). The index types `m` and `n` are arbitrary. The many-level theorems quantify over all `k` and `l`, including `k = i` or `l = j`, where the amplitude is zero automatically.

`sq_mul_connectedDouble` clears denominators with `field_simp`. `sq_mul_pairAmplitude` splits into the four references and checks each sign with `ring`. `pairAmplitude_eq_zero_iff` cancels the nonzero factors, and `pairAmplitude_reference_independent` chains two such equivalences. The norm results follow the inequality above. `connectedDouble_eq_zero_iff_product` supplies the explicit factors in one direction and the zero minor in the other; `connectedDouble_reference_independent` then compares two references through the product condition.

The hypothesis `c a b ≠ 0` is needed. Take \(c_{00}=c_{11}=0\) and \(c_{10}=c_{01}=1\), so \(D=-1\). Relative to \((1,0)\) the amplitude is 1. Relative to \((0,0)\) it is undefined, and Lean's convention \(x/0=0\) would return 0, breaking both the identity and the equivalence.

The results concern exact coefficients of two subsystems. They do not treat rounding error, connected amplitudes among three or more subsystems, or the solution of truncated coupled-cluster equations.
